# Trace moments of two non-interacting finite-dimensional systems are binomial convolutions

For a quantum system with a finite-dimensional state space, a high-temperature expansion of the partition function,
$$\operatorname{Tr} e^{-\beta H}=\sum_{p\ge 0}\frac{(-\beta)^p}{p!}\operatorname{Tr}H^p ,$$
with $\beta$ the inverse temperature, needs the traces $\operatorname{Tr}H^p$. If $H$ describes two finite-dimensional subsystems without coupling, these traces can be assembled from those of each subsystem, and the large matrix $H$ need never be built.

Let the subsystems have Hamiltonians $A$ and $B$, so that $H=A\otimes 1+1\otimes B$. The question is how the powers of $H$, their traces and their averages in a product state follow from $A$ and $B$.

## The Hamiltonian and the variance

```lean
import Mathlib

open Matrix
open scoped Kronecker

namespace NonInteractingSum

variable {m n : Type*} [Fintype m] [DecidableEq m] [Fintype n] [DecidableEq n]
```

Here `m` and `n` are not numbers but finite sets of labels for the basis states of the two subsystems. Their sizes are arbitrary; call them $d_A$ and $d_B$.

```lean
/-- The Hamiltonian `A ⊗ 1 + 1 ⊗ B` of two subsystems that do not interact. -/
def totalHamiltonian (A : Matrix m m ℂ) (B : Matrix n n ℂ) : Matrix (m × n) (m × n) ℂ :=
  A ⊗ₖ (1 : Matrix n n ℂ) + (1 : Matrix m m ℂ) ⊗ₖ B
```

A basis state of the pair is labelled by an element of `m × n`. The symbol `⊗ₖ` is the Kronecker product, and its subscript is part of the symbol, not an index. In components,
$$H_{(i,j),(i',j')}=A_{ii'}\,\delta_{jj'}+\delta_{ii'}\,B_{jj'} .$$
The matrices $A$ and $B$ need not be Hermitian yet. That a real pair of systems has a Hamiltonian of this form, with negligible coupling, is a physical judgement left to the user. The state space is the full tensor product, so two identical particles that share the same orbitals, whose joint states must be symmetric or antisymmetric, are not covered.

```lean
/-- The variance `Tr(ρ A²) - (Tr(ρ A))²` of the observable `A` in the state `ρ`. -/
def variance (ρ A : Matrix m m ℂ) : ℂ :=
  trace (ρ * A ^ 2) - trace (ρ * A) ^ 2
```

For a normalised state this is the usual $\langle A^2\rangle-\langle A\rangle^2$, with $\langle X\rangle=\operatorname{Tr}(\rho X)$. The definition accepts any matrix `ρ`, so its value is a complex number; it is real when $\rho$ and $A$ are Hermitian.

## The binomial expansion

```lean
/-- A power of a product operator is the product of the powers. -/
theorem kronecker_power (A : Matrix m m ℂ) (B : Matrix n n ℂ) (k : ℕ) :
    (A ⊗ₖ B) ^ k = (A ^ k) ⊗ₖ (B ^ k) := by
  induction k with
  | zero => simp
  | succ k ih => rw [pow_succ, ih, ← Matrix.mul_kronecker_mul, ← pow_succ, ← pow_succ]
```

The statement is $(A\otimes B)^k=A^k\otimes B^k$. By hand one uses induction. For $k=0$ both sides are the identity. For the next power, the product rule $(X\otimes Y)(X'\otimes Y')=XX'\otimes YY'$ gives
$$(A^k\otimes B^k)(A\otimes B)=A^{k+1}\otimes B^{k+1}.$$
In Lean the product rule is `Matrix.mul_kronecker_mul`; the arrow `←` applies it from right to left.

```lean
/-- Operators that act on different subsystems commute. -/
theorem local_commute (A : Matrix m m ℂ) (B : Matrix n n ℂ) :
    Commute (A ⊗ₖ (1 : Matrix n n ℂ)) ((1 : Matrix m m ℂ) ⊗ₖ B) := by
  change _ * _ = _ * _
  simp only [← Matrix.mul_kronecker_mul, Matrix.mul_one, Matrix.one_mul]
```

The same rule shows that $(A\otimes1)(1\otimes B)$ and $(1\otimes B)(A\otimes1)$ both equal $A\otimes B$. The `change` line spells out `Commute` as this equality of products, and `simp only` reduces both sides.

```lean
/-- Powers of the total Hamiltonian follow the binomial theorem, with each term a product of
powers of the subsystem Hamiltonians. -/
theorem totalHamiltonian_pow (A : Matrix m m ℂ) (B : Matrix n n ℂ) (p : ℕ) :
    totalHamiltonian A B ^ p =
      ∑ k ∈ Finset.range (p + 1), p.choose k • ((A ^ k) ⊗ₖ (B ^ (p - k))) := by
  -- the two local terms commute, so the ordinary binomial theorem applies
  rw [totalHamiltonian, (local_commute A B).add_pow]
  refine Finset.sum_congr rfl fun k _ => ?_
  simp only [kronecker_power, one_pow, ← Matrix.mul_kronecker_mul, Matrix.mul_one,
    Matrix.one_mul, nsmul_eq_mul']
```

Because the two terms commute, the ordinary binomial theorem holds for them:
$$H^p=\sum_{k=0}^{p}\binom pk (A\otimes1)^k(1\otimes B)^{p-k}=\sum_{k=0}^{p}\binom pk A^k\otimes B^{p-k}.$$
The first equality is `add_pow`, applied to the commutation result. The second is checked term by term with the power rule. `Finset.range (p + 1)` runs over $k=0,\dots,p$, and `•` multiplies a matrix by the integer in front.

## Averages in product states

```lean
/-- In a product state `ρ ⊗ σ` the moments of the total energy are the binomial convolution of
the moments of the subsystem energies. -/
theorem product_state_moment (ρ A : Matrix m m ℂ) (σ B : Matrix n n ℂ) (p : ℕ) :
    trace ((ρ ⊗ₖ σ) * totalHamiltonian A B ^ p) =
      ∑ k ∈ Finset.range (p + 1),
        (p.choose k : ℂ) * (trace (ρ * A ^ k) * trace (σ * B ^ (p - k))) := by
  rw [totalHamiltonian_pow, Finset.mul_sum, Matrix.trace_sum]
  refine Finset.sum_congr rfl fun k _ => ?_
  -- each term is a product operator, whose trace factorises
  rw [mul_smul_comm, Matrix.trace_smul, ← Matrix.mul_kronecker_mul, Matrix.trace_kronecker,
    nsmul_eq_mul]
```

Multiply each term of the expansion by $\rho\otimes\sigma$ and take the trace. Since $\operatorname{Tr}(X\otimes Y)=\sum_{i,j}X_{ii}Y_{jj}=\operatorname{Tr}X\,\operatorname{Tr}Y$,
$$\operatorname{Tr}\big[(\rho\otimes\sigma)H^p\big]=\sum_{k=0}^{p}\binom pk\operatorname{Tr}(\rho A^k)\operatorname{Tr}(\sigma B^{p-k}).$$
The proof makes the same moves, with `Matrix.trace_kronecker` for the factorised trace. Neither positivity nor unit trace of $\rho$ and $\sigma$ is needed.

```lean
/-- The trace moments of the total Hamiltonian are the binomial convolution of the trace moments
of the subsystem Hamiltonians. -/
theorem trace_totalHamiltonian_pow (A : Matrix m m ℂ) (B : Matrix n n ℂ) (p : ℕ) :
    trace (totalHamiltonian A B ^ p) =
      ∑ k ∈ Finset.range (p + 1),
        (p.choose k : ℂ) * (trace (A ^ k) * trace (B ^ (p - k))) := by
  have h := product_state_moment 1 A 1 B p
  simpa only [Matrix.one_kronecker_one, Matrix.one_mul] using h
```

Setting $\rho=\sigma=1$ gives
$$\operatorname{Tr}H^p=\sum_{k=0}^{p}\binom pk\operatorname{Tr}A^k\,\operatorname{Tr}B^{p-k}.$$
These are full traces, not averages per state. For $p=1$ the formula reads $\operatorname{Tr}H=d_B\operatorname{Tr}A+d_A\operatorname{Tr}B$.

```lean
/-- In a product state whose factors have unit trace, the variance of the total energy is the sum
of the variances of the subsystem energies. -/
theorem variance_totalHamiltonian (ρ A : Matrix m m ℂ) (σ B : Matrix n n ℂ)
    (hρ : trace ρ = 1) (hσ : trace σ = 1) :
    variance (ρ ⊗ₖ σ) (totalHamiltonian A B) = variance ρ A + variance σ B := by
  -- the first and second moments of the total energy
  have h1 := product_state_moment ρ A σ B 1
  have h2 := product_state_moment ρ A σ B 2
  simp [Finset.sum_range_succ, hρ, hσ] at h1 h2
  unfold variance
  rw [h1, h2]
  ring
```

The hypotheses `hρ` and `hσ` say that both states are normalised. Write $\mu_1,\mu_2$ for $\operatorname{Tr}(\rho A),\operatorname{Tr}(\rho A^2)$ and $\nu_1,\nu_2$ for the same quantities with $\sigma$ and $B$. The moment formula at $p=1$ and $p=2$ gives
$$\langle H\rangle=\mu_1+\nu_1,\qquad \langle H^2\rangle=\mu_2+2\mu_1\nu_1+\nu_2 .$$
Subtracting $(\mu_1+\nu_1)^2$ removes the cross term and leaves $(\mu_2-\mu_1^2)+(\nu_2-\nu_1^2)$. In the proof, `h1` and `h2` are these two moments, `simp` inserts the unit traces, and `ring` does the cancellation.

Without `hσ` the result fails already for $1\times1$ matrices. Take $\rho=1$, $\sigma=2$, $A=1$, $B=0$. Then $H=1$ and the left side is $2-2^2=-2$, while both variances on the right are zero. The same kind of error arises when an unnormalised Boltzmann operator is used as the state.

For an uncoupled pair in contact with a heat bath at temperature $T$, the canonical state $e^{-\beta H}/\operatorname{Tr}e^{-\beta H}$ is a product of normalised states. Here $\beta=1/(k_BT)$, with $k_B$ the Boltzmann constant. If the Hamiltonians do not depend on $T$, each heat capacity is the corresponding energy variance divided by $k_BT^2$, so the additivity of variances gives the additivity of heat capacities. This application is not formalised here.

## From traces to energy levels

```lean
/-- The trace of a power of a Hermitian matrix is the sum of that power of its eigenvalues,
counted with multiplicity. -/
theorem trace_pow_eq_sum_eigenvalues {A : Matrix m m ℂ} (hA : A.IsHermitian) (k : ℕ) :
    trace (A ^ k) = ∑ i, (hA.eigenvalues i : ℂ) ^ k := by
  -- pass to the eigenbasis; the unitary drops out of the trace
  conv_lhs => rw [hA.spectral_theorem]
  rw [← map_pow, Unitary.conjStarAlgAut_apply, Matrix.trace_mul_cycle,
    Unitary.coe_star_mul_self, Matrix.one_mul, Matrix.diagonal_pow, Matrix.trace_diagonal]
  simp
```

Now $A$ is Hermitian, and `hA` is the proof of that. `hA.eigenvalues i` is a real level $a_i$, repeated according to its degeneracy; the annotation `: ℂ` treats it as a complex number. By hand, write $A=UDU^\dagger$ with $U$ unitary and $D$ diagonal. Then $A^k=UD^kU^\dagger$, and cyclicity of the trace gives
$$\operatorname{Tr}A^k=\operatorname{Tr}(U^\dagger U D^k)=\sum_i a_i^k .$$
The Lean steps are the spectral theorem, `map_pow` to take the power inside the conjugation by $U$, and `Matrix.trace_mul_cycle` for cyclicity.

```lean
/-- For Hermitian subsystem Hamiltonians, the trace moments of the total Hamiltonian are the power
sums of all sums of one level of the first subsystem and one level of the second. -/
theorem trace_pow_eq_sum_levels {A : Matrix m m ℂ} {B : Matrix n n ℂ}
    (hA : A.IsHermitian) (hB : B.IsHermitian) (p : ℕ) :
    trace (totalHamiltonian A B ^ p) =
      ∑ i, ∑ j, ((hA.eigenvalues i : ℂ) + (hB.eigenvalues j : ℂ)) ^ p := by
  rw [trace_totalHamiltonian_pow]
  simp_rw [trace_pow_eq_sum_eigenvalues hA, trace_pow_eq_sum_eigenvalues hB, add_pow,
    Finset.sum_mul_sum, Finset.mul_sum]
  -- exchange the sum over the binomial index with the sums over levels
  refine Finset.sum_comm.trans (Finset.sum_congr rfl fun i _ => ?_)
  refine Finset.sum_comm.trans (Finset.sum_congr rfl fun j _ => ?_)
  refine Finset.sum_congr rfl fun k _ => ?_
  ring

end NonInteractingSum
```

With $b_j$ the levels of a Hermitian $B$, insert the power sums into the trace formula and exchange the finite sums:
$$\operatorname{Tr}H^p=\sum_{i,j}\sum_{k=0}^{p}\binom pk a_i^k b_j^{p-k}=\sum_{i,j}(a_i+b_j)^p .$$
Lean expands the right-hand side with `add_pow` as well. The two uses of `Finset.sum_comm` then move the sum over $k$ past the sums over levels, and `ring` reorders the factors.

The theorem equates moments; it does not identify the eigenvalues of $H$ one by one. One way to do so is to use the fact that the power sums of all orders determine a finite list of numbers up to its order. Another is to take an eigenbasis of $A$ and one of $B$: the tensor products of their vectors form a basis of the whole space, and each is an eigenvector of $H$ with eigenvalue $a_i+b_j$.

```lean
#print axioms NonInteractingSum.trace_totalHamiltonian_pow
#print axioms NonInteractingSum.variance_totalHamiltonian
#print axioms NonInteractingSum.trace_pow_eq_sum_levels
```

```
'NonInteractingSum.trace_totalHamiltonian_pow' depends on axioms: [propext, Classical.choice, Quot.sound]
'NonInteractingSum.variance_totalHamiltonian' depends on axioms: [propext, Classical.choice, Quot.sound]
'NonInteractingSum.trace_pow_eq_sum_levels' depends on axioms: [propext, Classical.choice, Quot.sound]
```
